# The Regularized Quartic Momentum Form Is Exact for Solutions of the Schrödinger Equation

The leading relativistic correction to the kinetic energy of electrons is the mass-velocity term, −∑ pᵢ⁴/(8c²) in atomic units. Its expectation value is sensitive to the wave function where two charged particles meet. If an exact Coulomb eigenfunction does not vanish where electron i meets another charge, pᵢ² acting on it has a singularity of the form 1/distance there, which smooth basis functions reproduce poorly. The Schrödinger equation offers a partial remedy: it replaces the total kinetic operator by E − V, in which the singularity is explicit. What does this replacement cost when the wave function is only approximate?

## From the Schrödinger equation to the quartic form

Let Aᵢ be the squared momentum of particle i, with i = 0, …, N−1, V the potential, E a real number and f a trial function. Write

aᵢ = Aᵢ f,  w = (E − V) f,  r = ½ ∑ aᵢ + V f − E f.

The residual r vanishes when f solves the Schrödinger equation with energy E. Its definition gives

∑ aᵢ = 2(w + r).

The squared norm of the left side is a double sum of Re⟨aᵢ, aⱼ⟩. Its diagonal part is ∑ ‖aᵢ‖². The parts i < j and j < i are equal, because the real part of an inner product is symmetric. Hence

‖∑ aᵢ‖² = ∑ ‖aᵢ‖² + 2 ∑(i<j) Re⟨aᵢ, aⱼ⟩.

The squared norm of the right side is

‖2(w + r)‖² = 4‖w‖² + 8 Re⟨w, r⟩ + 4‖r‖².

Equating the two gives

∑ ‖aᵢ‖² = 4‖w‖² − 2 ∑(i<j) Re⟨aᵢ, aⱼ⟩ + 8 Re⟨w, r⟩ + 4‖r‖².

The first two terms on the right are the regularized form; the last two are its error. The error is zero if r = 0. It also equals ‖∑ aᵢ‖² − 4‖w‖², so it vanishes exactly when ‖∑ aᵢ‖ = 2‖w‖, a weaker condition than r = 0. By the Cauchy–Schwarz inequality its size is at most 8‖w‖‖r‖ + 4‖r‖².

If Aᵢ is symmetric and may be applied twice to f, then

⟨f, Aᵢ Aᵢ f⟩ = ⟨Aᵢ f, Aᵢ f⟩ = ‖aᵢ‖²,

which connects the quartic form to the operator pᵢ⁴. For unnormalised f, all these quadratic quantities are divided by ‖f‖² to obtain expectation values.

## One electron: the hydrogen ground state

For N = 1 there are no pairs, and r = 0 leaves ‖p² f‖² = 4‖(E − V) f‖². For the normalised hydrogen ground state with a fixed nucleus, E = −1/2, V = −1/r₀ with r₀ the distance from the nucleus, ⟨1/r₀⟩ = 1 and ⟨1/r₀²⟩ = 2. The quartic form is therefore 4(1/4 − 1 + 2) = 5.

## Operators on a common domain

In Lean 4 with Mathlib:

```lean
import Mathlib

open scoped InnerProductSpace

namespace RegularizedMassVelocity

noncomputable section

variable {H : Type*} [NormedAddCommGroup H] [InnerProductSpace ℂ H]
variable {D : Submodule ℂ H} {N : ℕ}
```

`H` is a complex inner-product space and `D` a subspace of it. Operators are linear maps from `D` to `H`, so unbounded operators are included, and completeness of `H` is not needed. For antisymmetric electronic functions, `H` should be the full N-particle space, since for N ≥ 2 a single pᵢ² does not preserve antisymmetry.

```lean
/-- The residual `r = (∑ A_i / 2 + V - E) f` of the Schrödinger equation in atomic units, where
`A_i` is the squared momentum of particle `i` and `D` is a common domain of the operators. -/
def residual (A : Fin N → D →ₗ[ℂ] H) (V : D →ₗ[ℂ] H) (E : ℝ) (f : D) : H :=
  (1 / 2 : ℂ) • ∑ i, A i f + V f - (E : ℂ) • (f : H)
```

The factor 1/2 fixes atomic units and unit mass for every particle; nuclear recoil is not included. `E` is any real number, not necessarily an eigenvalue.

```lean
/-- The vector `(E - V) f`. -/
def energyMinusPotential (V : D →ₗ[ℂ] H) (E : ℝ) (f : D) : H :=
  (E : ℂ) • (f : H) - V f
```

This is w. The next three definitions are the quartic form, the pair sum and the regularized form.

```lean
/-- The quartic momentum form `∑ ‖A_i f‖²`. -/
def quarticForm (A : Fin N → D →ₗ[ℂ] H) (f : D) : ℝ :=
  ∑ i, ‖A i f‖ ^ 2

/-- The sum of `Re ⟪A_i f, A_j f⟫` over the particle pairs `i < j`. -/
def pairForm (A : Fin N → D →ₗ[ℂ] H) (f : D) : ℝ :=
  ∑ i, ∑ j, if i < j then (⟪A i f, A j f⟫_ℂ).re else 0

/-- The regularized quartic form `4 ‖(E - V) f‖² - 2 ∑_{i<j} Re ⟪A_i f, A_j f⟫`. -/
def regularizedForm (A : Fin N → D →ₗ[ℂ] H) (V : D →ₗ[ℂ] H) (E : ℝ) (f : D) : ℝ :=
  4 * ‖energyMinusPotential V E f‖ ^ 2 - 2 * pairForm A f
```

For N ≥ 2 the pair sum still contains the individual vectors Aᵢ f, so only part of the quartic form has been rewritten through the potential.

```lean
/-- An operator with domain `D` is symmetric: it can be moved from one side of the inner product
to the other for vectors in `D`. -/
def SymmetricOn (T : D →ₗ[ℂ] H) : Prop :=
  ∀ u v : D, ⟪T u, (v : H)⟫_ℂ = ⟪(u : H), T v⟫_ℂ
```

Symmetry is a separate property, used only for the link to pᵢ⁴. The main identity assumes it neither for the momenta nor for the potential.

## Expanding the norm over pairs

```lean
/-- The squared norm of a sum of vectors is the sum of the squared norms plus twice the real
overlaps of all pairs `i < j`. -/
theorem norm_sq_sum_pairs (x : Fin N → H) :
    ‖∑ i, x i‖ ^ 2 = ∑ i, ‖x i‖ ^ 2 +
      2 * ∑ i, ∑ j, (if i < j then (⟪x i, x j⟫_ℂ).re else 0) := by
  have h1 : ‖∑ i, x i‖ ^ 2 = ∑ i, ∑ j, (⟪x i, x j⟫_ℂ).re := by
    rw [← inner_self_eq_norm_sq (𝕜 := ℂ) (∑ i, x i), sum_inner]
    simp only [inner_sum, map_sum]
    rfl
  -- each ordered pair is diagonal, increasing or decreasing
  have h2 : ∀ i j, (⟪x i, x j⟫_ℂ).re = (if i = j then ‖x i‖ ^ 2 else 0) +
      (if i < j then (⟪x i, x j⟫_ℂ).re else 0) +
      (if j < i then (⟪x j, x i⟫_ℂ).re else 0) := by
    intro i j
    rcases lt_trichotomy i j with h | h | h
    · rw [if_neg h.ne, if_pos h, if_neg (not_lt_of_ge h.le), zero_add, add_zero]
    · subst h
      simp only [lt_irrefl, ↓reduceIte, add_zero]
      exact inner_self_eq_norm_sq (𝕜 := ℂ) (x i)
    · rw [if_neg h.ne', if_neg (not_lt_of_ge h.le), if_pos h, zero_add, zero_add]
      exact inner_re_symm (𝕜 := ℂ) (x i) (x j)
  -- decreasing pairs contribute the same as increasing ones
  have h3 : ∑ i, ∑ j, (if j < i then (⟪x j, x i⟫_ℂ).re else 0) =
      ∑ i, ∑ j, (if i < j then (⟪x i, x j⟫_ℂ).re else 0) := Finset.sum_comm
  rw [h1, Finset.sum_congr rfl fun i _ => Finset.sum_congr rfl fun j _ => h2 i j]
  simp only [Finset.sum_add_distrib, Finset.sum_ite_eq, Finset.mem_univ, ↓reduceIte]
  rw [h3]
  ring
```

Here `h1` expands the norm into a double sum, and `h2` sorts each term by whether i < j, i = j or j < i.

The proof turns on `Finset.sum_comm`, which exchanges two finite sums. In `h2` the terms with j < i are deliberately written with the inner product reversed, as Re⟨xⱼ, xᵢ⟩. Exchanging the sums and renaming the indices then turns the decreasing part into the increasing part, so `h3` needs no further argument. The factor 2 in front of the pair sum comes from this step.

## Inserting the residual

```lean
/-- The total squared momentum acting on `f` is twice the sum of `(E - V) f` and the residual. -/
theorem sum_momenta_eq (A : Fin N → D →ₗ[ℂ] H) (V : D →ₗ[ℂ] H) (E : ℝ) (f : D) :
    ∑ i, A i f = (2 : ℂ) • (energyMinusPotential V E f + residual A V E f) := by
  unfold energyMinusPotential residual
  module
```

The tactic `module` proves this vector equation by comparing the coefficients of ∑ Aᵢ f, V f and f.

```lean
/-- For any trial function, the quartic momentum form equals the regularized form plus
`8 Re ⟪(E - V) f, r⟫ + 4 ‖r‖²`, with `r` the residual. -/
theorem quarticForm_eq (A : Fin N → D →ₗ[ℂ] H) (V : D →ₗ[ℂ] H) (E : ℝ) (f : D) :
    quarticForm A f = regularizedForm A V E f +
      8 * (⟪energyMinusPotential V E f, residual A V E f⟫_ℂ).re +
      4 * ‖residual A V E f‖ ^ 2 := by
  have hp := norm_sq_sum_pairs (fun i => A i f)
  have h2 : ‖(2 : ℂ)‖ = 2 := by norm_num
  have hn : ‖energyMinusPotential V E f + residual A V E f‖ ^ 2 =
      ‖energyMinusPotential V E f‖ ^ 2 +
      2 * (⟪energyMinusPotential V E f, residual A V E f⟫_ℂ).re +
      ‖residual A V E f‖ ^ 2 := norm_add_sq (𝕜 := ℂ) _ _
  -- insert the Schrödinger equation with residual into the norm of the total
  rw [sum_momenta_eq A V E f, norm_smul, mul_pow, h2, hn] at hp
  unfold quarticForm regularizedForm pairForm
  linarith
```

The proof substitutes 2(w + r) into the pair expansion, expands the norm with `norm_add_sq`, and leaves the rearrangement to `linarith`. The identity holds for every f in `D`.

## Exactness and the error of an approximate function

```lean
/-- If `f` solves the Schrödinger equation, the regularized form equals the quartic form. -/
theorem quarticForm_eq_regularizedForm (A : Fin N → D →ₗ[ℂ] H) (V : D →ₗ[ℂ] H) (E : ℝ) (f : D)
    (hr : residual A V E f = 0) : quarticForm A f = regularizedForm A V E f := by
  simpa [hr] using quarticForm_eq A V E f
```

Setting r = 0 removes both error terms.

```lean
/-- The regularized form equals the quartic form exactly when the total squared momentum acting
on `f` has twice the norm of `(E - V) f`. -/
theorem quarticForm_eq_regularizedForm_iff (A : Fin N → D →ₗ[ℂ] H) (V : D →ₗ[ℂ] H) (E : ℝ)
    (f : D) : quarticForm A f = regularizedForm A V E f ↔
      ‖∑ i, A i f‖ = 2 * ‖energyMinusPotential V E f‖ := by
  have hp : ‖∑ i, A i f‖ ^ 2 = quarticForm A f + 2 * pairForm A f :=
    norm_sq_sum_pairs (fun i => A i f)
  unfold regularizedForm
  constructor
  · intro h
    refine (sq_eq_sq₀ (norm_nonneg _) (by positivity)).1 ?_
    linarith
  · intro h
    rw [h] at hp
    linarith
```

The sharp condition follows from the pair expansion alone. Since both norms are nonnegative, equality of their squares is equality of the norms.

```lean
/-- For an approximate wave function, the regularized form differs from the quartic form by at
most `8 ‖(E - V) f‖ ‖r‖ + 4 ‖r‖²`. -/
theorem regularization_error_le (A : Fin N → D →ₗ[ℂ] H) (V : D →ₗ[ℂ] H) (E : ℝ) (f : D) :
    |quarticForm A f - regularizedForm A V E f| ≤
      8 * (‖energyMinusPotential V E f‖ * ‖residual A V E f‖) +
      4 * ‖residual A V E f‖ ^ 2 := by
  have h := (Complex.abs_re_le_norm _).trans
    (norm_inner_le_norm (𝕜 := ℂ) (energyMinusPotential V E f) (residual A V E f))
  have hm := quarticForm_eq A V E f
  obtain ⟨hl, hu⟩ := abs_le.1 h
  rw [abs_le]
  constructor <;> linarith [sq_nonneg ‖residual A V E f‖]
```

Cauchy–Schwarz bounds Re⟨w, r⟩ from both sides. The bound holds for every residual, but it is small only if the residual is small in norm; a small energy error does not by itself ensure this.

## The link to p⁴

```lean
/-- For symmetric squared momenta whose action on `f` stays in the domain, the sum of `Re ⟪f, A_i
(A_i f)⟫` over the particles is the quartic form. The vector `f` need not be normalised. -/
theorem expectation_eq_quarticForm (A : Fin N → D →ₗ[ℂ] H) (hA : ∀ i, SymmetricOn (A i))
    (f : D) (g : Fin N → D) (hg : ∀ i, (g i : H) = A i f) :
    ∑ i, (⟪(f : H), A i (g i)⟫_ℂ).re = quarticForm A f := by
  refine Finset.sum_congr rfl fun i _ => ?_
  rw [← hA i f (g i), hg i]
  exact inner_self_eq_norm_sq (𝕜 := ℂ) (A i f)
```

The vectors `g i` are the Aᵢ f regarded as elements of `D`, which makes the second application of Aᵢ legitimate. This is a real restriction: for the hydrogen ground state, p² f behaves as 1/r₀ at the nucleus and leaves the usual domain of p². The quartic form ‖p² f‖² remains finite there, and the main identity still applies.

## A two-level example

```lean
/-- The operator on a two-level system with real symmetric matrix `(a, b; b, d)`. -/
def twoLevel (a b d : ℝ) : (⊤ : Submodule ℂ (EuclideanSpace ℂ (Fin 2))) →ₗ[ℂ]
    EuclideanSpace ℂ (Fin 2) where
  toFun u := !₂[(a : ℂ) * u.1 0 + b * u.1 1, (b : ℂ) * u.1 0 + d * u.1 1]
  map_add' u v := by
    ext i
    fin_cases i <;> simp <;> ring
  map_smul' c u := by
    ext i
    fin_cases i <;> simp <;> ring

/-- A two-level model with two symmetric operators in the role of squared momenta, a diagonal
potential and energy `-1`, for which the vector `(1, 1)` has zero residual. -/
theorem residual_zero_witness :
    (∀ i, SymmetricOn ((![twoLevel 1 1 1, twoLevel 2 0 0] : Fin 2 → _) i)) ∧
    residual ![twoLevel 1 1 1, twoLevel 2 0 0] (twoLevel (-3) 0 (-2)) (-1)
      ⟨!₂[1, 1], Submodule.mem_top⟩ = 0 := by
  have hs : ∀ a b d : ℝ, SymmetricOn (twoLevel a b d) := by
    intro a b d u v
    simp [twoLevel, PiLp.inner_apply, Fin.sum_univ_two]
    ring
  constructor
  · intro i
    fin_cases i
    · exact hs 1 1 1
    · exact hs 2 0 0
  · ext i
    fin_cases i <;> simp [residual, twoLevel, Fin.sum_univ_two] <;> norm_num

end

end RegularizedMassVelocity
```

With f = (1, 1), the vectors are A₀ f = (2, 2), A₁ f = (2, 0) and w = (2, 1). The quartic form is 8 + 4 = 12 and the regularized form is 20 − 8 = 12, or 6 after division by ‖f‖² = 2. The potential does not commute with A₀, so r = 0 does not force the operators to commute. The matrices only play the role of squared momenta: A₀ and A₁ do not commute with each other, as those of two distinct particles would.

```lean
#print axioms RegularizedMassVelocity.quarticForm_eq_regularizedForm
-- 'RegularizedMassVelocity.quarticForm_eq_regularizedForm' depends on axioms: [propext, Classical.choice, Quot.sound]
#print axioms RegularizedMassVelocity.quarticForm_eq_regularizedForm_iff
-- 'RegularizedMassVelocity.quarticForm_eq_regularizedForm_iff' depends on axioms: [propext, Classical.choice, Quot.sound]
#print axioms RegularizedMassVelocity.regularization_error_le
-- 'RegularizedMassVelocity.regularization_error_le' depends on axioms: [propext, Classical.choice, Quot.sound]
#print axioms RegularizedMassVelocity.expectation_eq_quarticForm
-- 'RegularizedMassVelocity.expectation_eq_quarticForm' depends on axioms: [propext, Classical.choice, Quot.sound]
```
